# A positive BCS gap on finitely many levels: its threshold and the monotone convergence of its iteration

Let \(k\) run over a finite set of \(N\) levels. Each level consists of two time-reversed states, counted once in the sums, with a common real energy \(x(k)\) measured from a fixed chemical potential, and \(g>0\) is a constant pairing strength with the units of energy. For a real trial gap \(D\), the quasiparticle energy is \(\sqrt{x(k)^2+D^2}\), and the zero-temperature gap map is

\[
F(D)=\frac g2\sum_k\frac{D}{\sqrt{x(k)^2+D^2}} .
\]

A gap is a positive solution of \(F(D)=D\). In Lean the set of levels is the finite type `ι`, the energies are a function `x : ι → ℝ`, and \(F\) is `gapMap g x`. Its \(n\)-fold iterate from a start \(s\), written \(F^n(s)\), is `(gapMap g x)^[n] s`; here \(n\) counts applications of the map and is not a power.

```lean
import Mathlib

open Filter Topology

namespace BCSGapIteration

noncomputable section

variable {ι : Type*} [Fintype ι]

/-- The BCS gap map at zero temperature, for coupling `g` and single-particle energies `x k`
measured from the chemical potential. -/
def gapMap (g : ℝ) (x : ι → ℝ) (D : ℝ) : ℝ :=
  g / 2 * ∑ k, D / √(x k ^ 2 + D ^ 2)
```

The pairing sum is \(R(D)=\frac g2\sum_k 1/\sqrt{x(k)^2+D^2}\), a dimensionless number.

```lean
/-- The pairing sum: half the coupling times the sum of inverse quasiparticle energies. -/
def pairingSum (g : ℝ) (x : ι → ℝ) (D : ℝ) : ℝ :=
  g / 2 * ∑ k, 1 / √(x k ^ 2 + D ^ 2)
```

Throughout, we assume that \(x(k)\ne0\) for all \(k\): no level sits exactly at the chemical potential, where \(R\) would diverge as \(D\to0\). Where the Lean proofs up to (n) need this, it is the hypothesis `hx`; in (o), `hx` instead says that all \(|x(k)|\) equal a given positive number. The model is at zero temperature, with one gap shared by all levels and a chemical potential that is not adjusted self-consistently.

## (a) Factoring out the gap

Show that

\[
F(D)=D\,R(D).
\]

Each term of \(F\) is \(D\cdot 1/\sqrt{x(k)^2+D^2}\). The factor \(D\) does not depend on \(k\), so it comes out of the sum; `Finset.mul_sum` is this step.

```lean
/-- The gap map multiplies the gap by the pairing sum. -/
theorem gapMap_eq (g : ℝ) (x : ι → ℝ) (D : ℝ) :
    gapMap g x D = D * pairingSum g x D := by
  have h : ∑ k, D / √(x k ^ 2 + D ^ 2) = D * ∑ k, 1 / √(x k ^ 2 + D ^ 2) := by
    rw [Finset.mul_sum]
    exact Finset.sum_congr rfl fun k _ => by rw [mul_one_div]
  unfold gapMap pairingSum
  rw [h]
  ring
```

## (b) The pairing sum at zero gap

Show that

\[
R(0)=\frac g2\sum_k\frac1{|x(k)|}.
\]

At \(D=0\) each root is \(\sqrt{x(k)^2}=|x(k)|\).

```lean
private lemma pairingSum_zero (g : ℝ) (x : ι → ℝ) :
    pairingSum g x 0 = g / 2 * ∑ k, 1 / |x k| := by
  simp [pairingSum, Real.sqrt_sq_eq_abs]
```

## (c) Continuity of the pairing sum

Show that, for nonzero \(x(k)\), \(R\) is continuous on the whole real line.

Since \(x(k)^2+D^2>0\), no denominator vanishes. Each term is a quotient of continuous functions, and a finite sum of such terms is continuous.

```lean
private lemma continuous_pairingSum (g : ℝ) {x : ι → ℝ} (hx : ∀ k, x k ≠ 0) :
    Continuous (fun D => pairingSum g x D) := by
  unfold pairingSum
  refine continuous_const.mul (continuous_finsetSum _ fun k _ =>
    continuous_const.div (by fun_prop) fun D => ?_)
  have := hx k
  positivity
```

## (d) Continuity of the gap map

Show that \(F\) is continuous under the same hypothesis.

By (a), \(F\) is the product of the continuous functions \(D\) and \(R(D)\).

```lean
private lemma continuous_gapMap (g : ℝ) {x : ι → ℝ} (hx : ∀ k, x k ≠ 0) :
    Continuous (gapMap g x) := by
  have h : gapMap g x = fun D => D * pairingSum g x D := funext (gapMap_eq g x)
  rw [h]
  exact continuous_id'.mul (continuous_pairingSum g hx)
```

## (e) A larger gap weakens the pairing sum

Let \(N\ge1\). Show that

\[
0\le a<b\quad\Longrightarrow\quad R(b)<R(a).
\]

From \(a^2<b^2\) we get \(0<x(k)^2+a^2<x(k)^2+b^2\). Square roots keep the order and reciprocals reverse it. Summing over at least one level and multiplying by \(g/2>0\) keeps the inequality strict.

```lean
/-- The pairing sum strictly decreases as the gap grows. -/
theorem pairingSum_lt [Nonempty ι] {g : ℝ} (hg : 0 < g) {x : ι → ℝ} (hx : ∀ k, x k ≠ 0)
    {a b : ℝ} (ha : 0 ≤ a) (hab : a < b) : pairingSum g x b < pairingSum g x a := by
  unfold pairingSum
  refine mul_lt_mul_of_pos_left ?_ (by positivity)
  refine Finset.sum_lt_sum_of_nonempty Finset.univ_nonempty fun k _ => ?_
  have hk := hx k
  have h : 0 < x k ^ 2 + a ^ 2 := by positivity
  exact one_div_lt_one_div_of_lt (Real.sqrt_pos.2 h) (Real.sqrt_lt_sqrt h.le (by nlinarith))
```

## (f) The gap map preserves order

Show that

\[
0\le a\le b\quad\Longrightarrow\quad F(a)\le F(b).
\]

For each level we need \(a\sqrt{x(k)^2+b^2}\le b\sqrt{x(k)^2+a^2}\). Both sides are nonnegative, so we may square:

\[
a^2x(k)^2+a^2b^2\le b^2x(k)^2+a^2b^2 .
\]

This holds because \(a^2\le b^2\). Summing and multiplying by \(g/2\) gives the claim. The lemma `sq_le_sq₀` does the squaring, and the last `nlinarith` closes the polynomial inequality.

```lean
/-- A larger nonnegative input gap gives an output gap at least as large. -/
theorem gapMap_mono {g : ℝ} (hg : 0 < g) {x : ι → ℝ} (hx : ∀ k, x k ≠ 0)
    {a b : ℝ} (ha : 0 ≤ a) (hab : a ≤ b) : gapMap g x a ≤ gapMap g x b := by
  unfold gapMap
  refine mul_le_mul_of_nonneg_left (Finset.sum_le_sum fun k _ => ?_) (by positivity)
  have hk := hx k
  have hb : 0 ≤ b := ha.trans hab
  have h1 : 0 < x k ^ 2 + a ^ 2 := by positivity
  have h2 : 0 < x k ^ 2 + b ^ 2 := by positivity
  rw [div_le_div_iff₀ (Real.sqrt_pos.2 h1) (Real.sqrt_pos.2 h2)]
  -- compare the squares of both sides
  refine (sq_le_sq₀ (by positivity) (by positivity)).1 ?_
  rw [mul_pow, mul_pow, Real.sq_sqrt h1.le, Real.sq_sqrt h2.le]
  have h3 : a ^ 2 ≤ b ^ 2 := by nlinarith
  nlinarith [mul_le_mul_of_nonneg_right h3 (sq_nonneg (x k))]
```

## (g) A ceiling on the output

Let \(N\ge1\). Show that, for every real \(D\),

\[
F(D)<\frac{gN}{2}.
\]

Since \(D^2<x(k)^2+D^2\), we have \(D<\sqrt{x(k)^2+D^2}\), so each of the \(N\) terms is below 1.

```lean
/-- The output of the gap map is below half the coupling times the number of levels. -/
theorem gapMap_lt [Nonempty ι] {g : ℝ} (hg : 0 < g) {x : ι → ℝ} (hx : ∀ k, x k ≠ 0) (D : ℝ) :
    gapMap g x D < g / 2 * Fintype.card ι := by
  have h : ∑ k, D / √(x k ^ 2 + D ^ 2) < ∑ _k : ι, (1 : ℝ) := by
    refine Finset.sum_lt_sum_of_nonempty Finset.univ_nonempty fun k _ => ?_
    have hk := hx k
    have h1 : 0 < x k ^ 2 := by positivity
    have h2 : 0 < x k ^ 2 + D ^ 2 := by positivity
    rw [div_lt_one (Real.sqrt_pos.2 h2)]
    exact Real.lt_sqrt_of_sq_lt (by linarith)
  have h' : ∑ _k : ι, (1 : ℝ) = Fintype.card ι := by simp
  rw [h'] at h
  exact mul_lt_mul_of_pos_left h (by positivity)
```

## (h) The gap equation without its zero solution

For \(D>0\), show that

\[
F(D)=D\iff R(D)=1.
\]

By (a) the left side reads \(D\,R(D)=D\). Cancel \(D\ne0\); multiplying back gives the converse.

```lean
private lemma fixed_iff {g : ℝ} {x : ι → ℝ} {D : ℝ} (hD : 0 < D) :
    gapMap g x D = D ↔ pairingSum g x D = 1 := by
  rw [gapMap_eq]
  constructor
  · intro h
    exact mul_left_cancel₀ hD.ne' (by rw [mul_one]; exact h)
  · intro h
    rw [h, mul_one]
```

## (i) Weak pairing stays weak

Show that, if \(R(0)\le1\) and \(D>0\), then

\[
R(D)<1.
\]

If there are no levels, \(R(D)=0\). Otherwise (e) with \(a=0\) gives \(R(D)<R(0)\le1\).

```lean
private lemma pairingSum_lt_one {g : ℝ} (hg : 0 < g) {x : ι → ℝ} (hx : ∀ k, x k ≠ 0)
    (hc : g / 2 * ∑ k, 1 / |x k| ≤ 1) {D : ℝ} (hD : 0 < D) : pairingSum g x D < 1 := by
  rcases isEmpty_or_nonempty ι with h | h
  · simp [pairingSum]
  · rw [← pairingSum_zero] at hc
    exact (pairingSum_lt hg hx le_rfl hD).trans_le hc
```

## (j) The threshold for a gap

Show that a positive solution of \(F(D)=D\) exists if and only if

\[
\frac g2\sum_k\frac1{|x(k)|}>1.
\]

If a gap \(D>0\) exists, then \(R(D)=1\) by (h), and (i) rules out \(R(0)\le1\).

Conversely, let \(R(0)>1\). Then \(N\ge1\), since an empty sum is 0. Put \(B=gN/2>0\). By (g), \(B\,R(B)=F(B)<B\), so \(R(B)<1\). The intermediate value theorem on \([0,B]\) gives a \(D\) with \(R(D)=1\). It is not 0, because \(R(0)>1\), so (h) makes it a gap. In Lean, `intermediate_value_Icc'` is the version for a function whose left endpoint value is the larger one.

```lean
/-- A positive solution of the gap equation exists exactly when half the coupling times the sum
of the inverse distances `|x k|` from the chemical potential exceeds one. -/
theorem exists_gap_iff {g : ℝ} (hg : 0 < g) {x : ι → ℝ} (hx : ∀ k, x k ≠ 0) :
    (∃ D, 0 < D ∧ gapMap g x D = D) ↔ 1 < g / 2 * ∑ k, 1 / |x k| := by
  constructor
  · rintro ⟨D, hD, h⟩
    by_contra hc
    exact (pairingSum_lt_one hg hx (not_lt.1 hc) hD).ne ((fixed_iff hD).1 h)
  · intro hc
    rcases isEmpty_or_nonempty ι with h | h
    · exfalso
      norm_num at hc
    rw [← pairingSum_zero] at hc
    have hB : 0 < g / 2 * (Fintype.card ι : ℝ) := by
      have : 0 < (Fintype.card ι : ℝ) := by exact_mod_cast Fintype.card_pos
      positivity
    have hlt := gapMap_lt hg hx (g / 2 * (Fintype.card ι : ℝ))
    rw [gapMap_eq] at hlt
    have h1 : pairingSum g x (g / 2 * (Fintype.card ι : ℝ)) ≤ 1 := by
      by_contra hn
      nlinarith [not_le.1 hn]
    -- the pairing sum passes through one between zero and the upper bound
    obtain ⟨D, hD, hD1⟩ := intermediate_value_Icc' hB.le
      (continuous_pairingSum g hx).continuousOn ⟨h1, hc.le⟩
    have hD1 : pairingSum g x D = 1 := hD1
    have hpos : 0 < D := by
      refine lt_of_le_of_ne hD.1 fun h0 => ?_
      rw [← h0] at hD1
      exact hc.ne' hD1
    exact ⟨D, hpos, (fixed_iff hpos).2 hD1⟩
```

## (k) Falling iterations

Let \(f\) be continuous and \(a\le s\), and suppose \(a\le f(D)\le D\) for all \(D\ge a\). Show that \(f^n(s)\) is nonincreasing in \(n\) and that

\[
f^n(s)\to L,\qquad f(L)=L,\qquad L\ge a.
\]

By induction every iterate is at least \(a\), so each step goes down or stays put. A nonincreasing sequence bounded below has a limit \(L\ge a\). By continuity, \(f(L)=\lim f(f^n(s))=\lim f^{n+1}(s)=L\).

```lean
private lemma descend {f : ℝ → ℝ} (hf : Continuous f) {a s : ℝ} (hs : a ≤ s)
    (h : ∀ D, a ≤ D → a ≤ f D ∧ f D ≤ D) :
    Antitone (fun n => f^[n] s) ∧
      ∃ L, a ≤ L ∧ f L = L ∧ Tendsto (fun n => f^[n] s) atTop (𝓝 L) := by
  have hb : ∀ n, a ≤ f^[n] s := by
    intro n
    induction n with
    | zero => exact hs
    | succ n ih => rw [Function.iterate_succ_apply']; exact (h _ ih).1
  have hm : Antitone (fun n => f^[n] s) := antitone_nat_of_succ_le fun n => by
    rw [Function.iterate_succ_apply']; exact (h _ (hb n)).2
  have ht := tendsto_atTop_ciInf hm ⟨a, by rintro _ ⟨n, rfl⟩; exact hb n⟩
  exact ⟨hm, _, ge_of_tendsto' ht hb, isFixedPt_of_tendsto_iterate ht hf.continuousAt, ht⟩
```

## (l) Rising iterations

Let \(f\) be continuous and \(s\le b\), and suppose \(D\le f(D)\le b\) whenever \(s\le D\le b\). Show that \(f^n(s)\) is nondecreasing and that

\[
f^n(s)\to L,\qquad f(L)=L,\qquad L\ge s.
\]

By induction the iterates stay in \([s,b]\), so each step goes up or stays put. The bounded monotone sequence converges, and continuity makes its limit a fixed point as in (k).

```lean
private lemma ascend {f : ℝ → ℝ} (hf : Continuous f) {s b : ℝ} (hs : s ≤ b)
    (h : ∀ D, s ≤ D → D ≤ b → D ≤ f D ∧ f D ≤ b) :
    Monotone (fun n => f^[n] s) ∧
      ∃ L, s ≤ L ∧ f L = L ∧ Tendsto (fun n => f^[n] s) atTop (𝓝 L) := by
  have hb : ∀ n, s ≤ f^[n] s ∧ f^[n] s ≤ b := by
    intro n
    induction n with
    | zero => exact ⟨le_rfl, hs⟩
    | succ n ih =>
      rw [Function.iterate_succ_apply']
      have h' := h _ ih.1 ih.2
      exact ⟨ih.1.trans h'.1, h'.2⟩
  have hm : Monotone (fun n => f^[n] s) := monotone_nat_of_le_succ fun n => by
    rw [Function.iterate_succ_apply']; exact (h _ (hb n).1 (hb n).2).1
  have ht := tendsto_atTop_ciSup hm ⟨b, by rintro _ ⟨n, rfl⟩; exact (hb n).2⟩
  exact ⟨hm, _, ge_of_tendsto' ht fun n => (hb n).1,
    isFixedPt_of_tendsto_iterate ht hf.continuousAt, ht⟩
```

## (m) Convergence above the threshold

Let \(R(0)>1\). Show that there is exactly one gap \(G>0\), and that for every \(s>0\)

\[
F^n(s)\to G,
\]

with nondecreasing iterates if \(s\le G\) and nonincreasing ones if \(s\ge G\).

Part (j) supplies \(G\), with \(R(G)=1\). A second gap would also have \(R=1\), against the strict decrease in (e).

For \(0<D\le G\), (e) gives \(R(D)\ge1\), so \(F(D)=D\,R(D)\ge D\), while (f) gives \(F(D)\le F(G)=G\). For \(D\ge G\) the same argument gives \(G\le F(D)\le D\). These are `hup` and `hdown`.

If \(s\le G\), apply (l) with \(b=G\); if \(s\ge G\), apply (k) with \(a=G\). The limit is a positive fixed point in either case, hence \(G\).

For self-consistent mean-field calculations this means that plain iteration, without mixing, converges from any positive start in this finite-level model, where the gap is the only unknown. The theorem gives no rate.

```lean
/-- Above the pairing threshold there is exactly one positive gap, and iteration of the gap map
from any positive start converges to it, rising from below and falling from above. -/
theorem gap_iteration_converges {g : ℝ} (hg : 0 < g) {x : ι → ℝ} (hx : ∀ k, x k ≠ 0)
    (hc : 1 < g / 2 * ∑ k, 1 / |x k|) :
    ∃ G, 0 < G ∧ gapMap g x G = G ∧ (∀ D, 0 < D → gapMap g x D = D → D = G) ∧
      ∀ s, 0 < s → Tendsto (fun n => (gapMap g x)^[n] s) atTop (𝓝 G) ∧
        (s ≤ G → Monotone (fun n => (gapMap g x)^[n] s)) ∧
        (G ≤ s → Antitone (fun n => (gapMap g x)^[n] s)) := by
  obtain ⟨G, hG, hfix⟩ := (exists_gap_iff hg hx).2 hc
  have hne : Nonempty ι := by
    rcases isEmpty_or_nonempty ι with h | h
    · exfalso
      norm_num at hc
    · exact h
  have hG1 := (fixed_iff hG).1 hfix
  have huniq : ∀ D, 0 < D → gapMap g x D = D → D = G := by
    intro D hD h
    have hD1 := (fixed_iff hD).1 h
    rcases lt_trichotomy D G with hlt | heq | hgt
    · linarith [pairingSum_lt hg hx hD.le hlt]
    · exact heq
    · linarith [pairingSum_lt hg hx hG.le hgt]
  -- below the gap the map raises its argument, above the gap it lowers it
  have hup : ∀ D, 0 < D → D ≤ G → D ≤ gapMap g x D ∧ gapMap g x D ≤ G := by
    intro D hD hDG
    refine ⟨?_, (gapMap_mono hg hx hD.le hDG).trans_eq hfix⟩
    rcases hDG.eq_or_lt with rfl | hlt
    · exact hfix.ge
    · rw [gapMap_eq]
      nlinarith [pairingSum_lt hg hx hD.le hlt]
  have hdown : ∀ D, G ≤ D → G ≤ gapMap g x D ∧ gapMap g x D ≤ D := by
    intro D hGD
    refine ⟨hfix.ge.trans (gapMap_mono hg hx hG.le hGD), ?_⟩
    rcases hGD.eq_or_lt with rfl | hlt
    · exact hfix.le
    · rw [gapMap_eq]
      nlinarith [pairingSum_lt hg hx hG.le hlt]
  have hcont := continuous_gapMap g hx
  refine ⟨G, hG, hfix, huniq, fun s hs => ⟨?_, fun h => ?_, fun h => ?_⟩⟩
  · rcases le_total s G with h | h
    · obtain ⟨-, L, hL, hfL, ht⟩ := ascend hcont h fun D h1 h2 => hup D (hs.trans_le h1) h2
      rwa [huniq L (hs.trans_le hL) hfL] at ht
    · obtain ⟨-, L, hL, hfL, ht⟩ := descend hcont h hdown
      rwa [huniq L (hG.trans_le hL) hfL] at ht
  · exact (ascend hcont h fun D h1 h2 => hup D (hs.trans_le h1) h2).1
  · exact (descend hcont h hdown).1
```

## (n) Decay at or below the threshold

Let \(R(0)\le1\). Show that for every \(s>0\) the iterates are nonincreasing and

\[
F^n(s)\to0.
\]

We have \(F(0)=0\), so \(F(D)\ge0\) for \(D\ge0\) by (f). For \(D>0\), (i) gives \(F(D)=D\,R(D)<D\). Part (k) with \(a=0\) yields a fixed point \(L\ge0\) as the limit, and (j) excludes \(L>0\).

```lean
/-- At or below the pairing threshold, iteration of the gap map from any positive start
decreases to zero. -/
theorem gap_iteration_vanishes {g : ℝ} (hg : 0 < g) {x : ι → ℝ} (hx : ∀ k, x k ≠ 0)
    (hc : g / 2 * ∑ k, 1 / |x k| ≤ 1) {s : ℝ} (hs : 0 < s) :
    Antitone (fun n => (gapMap g x)^[n] s) ∧
      Tendsto (fun n => (gapMap g x)^[n] s) atTop (𝓝 0) := by
  have h0 : gapMap g x 0 = 0 := by rw [gapMap_eq, zero_mul]
  have hdown : ∀ D, 0 ≤ D → 0 ≤ gapMap g x D ∧ gapMap g x D ≤ D := by
    intro D hD
    refine ⟨h0.ge.trans (gapMap_mono hg hx le_rfl hD), ?_⟩
    rcases hD.eq_or_lt with rfl | hpos
    · exact h0.le
    · rw [gapMap_eq]
      nlinarith [pairingSum_lt_one hg hx hc hpos]
  obtain ⟨hm, L, hL, hfL, ht⟩ := descend (continuous_gapMap g hx) hs.le hdown
  -- a positive limit would be a positive gap, which the threshold excludes
  rcases hL.eq_or_lt with rfl | hpos
  · exact ⟨hm, ht⟩
  · exact absurd ((exists_gap_iff hg hx).1 ⟨L, hpos, hfL⟩) (not_lt.2 hc)
```

## (o) Levels at equal distance from the chemical potential

Let \(|x(k)|=\varepsilon>0\) for all \(k\), and let \(\varepsilon<A\) with \(A=gN/2\). Show that a gap is

\[
D=\sqrt{A^2-\varepsilon^2}.
\]

The root is positive because \(A>\varepsilon>0\). Every quasiparticle energy equals \(\sqrt{\varepsilon^2+A^2-\varepsilon^2}=A\), which is `hE` in the code. Therefore

\[
F(D)=\frac g2\,N\,\frac DA=A\,\frac DA=D .
\]

Here \(R(0)=A/\varepsilon>1\), so by (m) this is the only gap.

```lean
/-- Let `A` be half the coupling times the number of levels. If all levels lie at the same distance
`ε > 0` from the chemical potential and `ε < A`, then `√(A ^ 2 - ε ^ 2)` is a positive solution of
the gap equation. -/
theorem degenerate_gap {g ε : ℝ} {x : ι → ℝ} (hε : 0 < ε) (hx : ∀ k, |x k| = ε)
    (hc : ε < g / 2 * Fintype.card ι) :
    0 < √((g / 2 * Fintype.card ι) ^ 2 - ε ^ 2) ∧
      gapMap g x (√((g / 2 * Fintype.card ι) ^ 2 - ε ^ 2)) =
        √((g / 2 * Fintype.card ι) ^ 2 - ε ^ 2) := by
  obtain ⟨A, hA⟩ : ∃ A : ℝ, A = g / 2 * Fintype.card ι := ⟨_, rfl⟩
  rw [← hA] at hc ⊢
  have hA0 : 0 < A := hε.trans hc
  have hpos : 0 < A ^ 2 - ε ^ 2 := by nlinarith
  have hk : ∀ k, x k ^ 2 = ε ^ 2 := fun k => by rw [← sq_abs, hx k]
  -- every quasiparticle energy equals `A`
  have hE : √(ε ^ 2 + √(A ^ 2 - ε ^ 2) ^ 2) = A := by
    rw [Real.sq_sqrt hpos.le, show ε ^ 2 + (A ^ 2 - ε ^ 2) = A ^ 2 by ring, Real.sqrt_sq hA0.le]
  have key : ∀ D : ℝ, A * (D / A) = D := fun D => by field_simp
  refine ⟨Real.sqrt_pos.2 hpos, ?_⟩
  unfold gapMap
  simp only [hk, hE, Finset.sum_const, Finset.card_univ, nsmul_eq_mul]
  rw [← mul_assoc, ← hA]
  exact key _

end

end BCSGapIteration
```

```lean
#print axioms BCSGapIteration.gap_iteration_converges
#print axioms BCSGapIteration.gap_iteration_vanishes
#print axioms BCSGapIteration.degenerate_gap
```

```
'BCSGapIteration.gap_iteration_converges' depends on axioms: [propext, Classical.choice, Quot.sound]
'BCSGapIteration.gap_iteration_vanishes' depends on axioms: [propext, Classical.choice, Quot.sound]
'BCSGapIteration.degenerate_gap' depends on axioms: [propext, Classical.choice, Quot.sound]
```
